# The action of a periodic Hamiltonian orbit is stationary under periodic variations that preserve the energy to first order

Take a harmonic oscillator with $H=(q^2+p^2)/2$ and the orbit $q=r\sin t$, $p=r\cos t$, which has period $2\pi$. If I displace it by a small multiple of a $2\pi$-periodic variation $(u,v)$, the action $\oint p\,dq$ changes to first order by $\int_0^{2\pi}(v\,q'+p\,u')\,dt$. One integration by parts, together with $q'=p$ and $p'=-q$, turns this into $\int_0^{2\pi}(q\,u+p\,v)\,dt$. The integrand is now the first-order change of the energy, so if the variation leaves the energy alone, the action is stationary.

I expect the same for any periodic orbit of Hamilton's equations with $n$ degrees of freedom. How does the argument go in full, and can it be stated precisely enough for a machine to check it?

## The first variation is the time integral of the energy change

Yes, and the general proof has the same two steps as the oscillator. Let $q(t)$ and $p(t)$ in $\mathbb R^n$ be continuously differentiable with period $T$, and let them satisfy

$$q'=\nabla_pH,\qquad p'=-\nabla_qH,$$

with the gradients taken at $(q(t),p(t))$. Let $u(t)$ and $v(t)$ be continuously differentiable with the same period. By the chain rule, the displacement $(q+\varepsilon u,\;p+\varepsilon v)$ changes the energy at time $t$ at the rate

$$\delta H(t)=\left.\frac{d}{d\varepsilon}H(q+\varepsilon u,\,p+\varepsilon v)\right|_{\varepsilon=0}=\nabla_qH\cdot u+\nabla_pH\cdot v .$$

The action of the displaced loop is an exact quadratic polynomial in $\varepsilon$:

$$\int_0^T(p+\varepsilon v)\cdot(q'+\varepsilon u')\,dt=\int_0^Tp\cdot q'\,dt+\varepsilon A+\varepsilon^2\int_0^Tv\cdot u'\,dt,$$

$$A=\int_0^T(v\cdot q'+p\cdot u')\,dt .$$

The number $A$ is therefore the derivative of the action at $\varepsilon=0$.

To remove $u'$, integrate $(p\cdot u)'=p'\cdot u+p\cdot u'$ over one period. The left side gives $p(T)\cdot u(T)-p(0)\cdot u(0)$, which is zero because both curves are periodic. Hence $\int_0^Tp\cdot u'\,dt=-\int_0^Tp'\cdot u\,dt$, and

$$A=\int_0^T(v\cdot q'-p'\cdot u)\,dt=\int_0^T(\nabla_pH\cdot v+\nabla_qH\cdot u)\,dt=\int_0^T\delta H(t)\,dt .$$

If $\delta H(t)=0$ for all $t$, then $A=0$. If $\delta H(t)$ has the same value $\delta E$ at all times, then $A=T\,\delta E$.

In classical reaction models with two degrees of freedom, consider an oriented surface that lies in the energy shell and is bounded by a single closed curve. By Stokes' theorem, the net flux through it, measured as phase-space volume per unit time and unit energy, equals the action $\oint p\cdot dq$ of this edge up to sign. If the edge is a periodic orbit, the flux therefore does not change to first order when the edge is displaced within the shell.

## A variation that fails to close

The conclusion can fail if the variation is not periodic. For the oscillator above with $r>0$, take $u=t\,p$ and $v=-t\,q$. This slides each point along the orbit by an amount that grows with time, and $q\,u+p\,v=0$ throughout, so the energy is preserved to first order. But $u(2\pi)\neq u(0)$, and the boundary term survives:

$$A=\big[p\,u\big]_0^{2\pi}+\int_0^{2\pi}(q\,u+p\,v)\,dt=2\pi r^2\neq0 .$$

## The Lean file

```lean
import Mathlib

open Matrix

namespace PeriodicOrbitAction

noncomputable section

variable {n : ℕ} {T : ℝ}

/-- Vectors of `n` positions or `n` momenta. -/
abbrev Vec (n : ℕ) := Fin n → ℝ

/-- A continuously differentiable curve with period `T`. -/
structure IsLoop (T : ℝ) (x : ℝ → Vec n) : Prop where
  smooth : ContDiff ℝ 1 x
  periodic : Function.Periodic x T

/-- The vector of partial derivatives of `H` with respect to the positions. -/
def gradQ (H : Vec n × Vec n → ℝ) (q p : Vec n) : Vec n :=
  fun i => fderiv ℝ H (q, p) (Pi.single i 1, 0)

/-- The vector of partial derivatives of `H` with respect to the momenta. -/
def gradP (H : Vec n × Vec n → ℝ) (q p : Vec n) : Vec n :=
  fun i => fderiv ℝ H (q, p) (0, Pi.single i 1)

/-- Hamilton's equations along a curve on which `H` is differentiable. -/
structure IsHamiltonOrbit (H : Vec n × Vec n → ℝ) (q p : ℝ → Vec n) : Prop where
  differentiable : ∀ t, DifferentiableAt ℝ H (q t, p t)
  velocity : ∀ t, deriv q t = gradP H (q t) (p t)
  force : ∀ t, deriv p t = -gradQ H (q t) (p t)

/-- The first-order change of the energy at time `t` under the variation `(u, v)`. -/
def energyVariation (H : Vec n × Vec n → ℝ) (q p u v : ℝ → Vec n) (t : ℝ) : ℝ :=
  gradQ H (q t) (p t) ⬝ᵥ u t + gradP H (q t) (p t) ⬝ᵥ v t

/-- The action: the integral of `p · q'` from time `0` to `T`. -/
def action (T : ℝ) (q p : ℝ → Vec n) : ℝ := ∫ t in (0 : ℝ)..T, p t ⬝ᵥ deriv q t

/-- The first variation of the action under the variation `(u, v)`. -/
def actionVariation (T : ℝ) (q p u v : ℝ → Vec n) : ℝ :=
  ∫ t in (0 : ℝ)..T, (v t ⬝ᵥ deriv q t + p t ⬝ᵥ deriv u t)

private lemma IsLoop.hasDerivAt {x : ℝ → Vec n} (h : IsLoop T x) (t : ℝ) :
    HasDerivAt x (deriv x t) t :=
  (h.smooth.differentiable (by norm_num) t).hasDerivAt

private lemma contDot {x y : ℝ → Vec n} (hx : Continuous x) (hy : Continuous y) :
    Continuous fun t => x t ⬝ᵥ y t := by
  unfold dotProduct
  fun_prop

private lemma fderiv_eq (H : Vec n × Vec n → ℝ) (q p u v : Vec n) :
    fderiv ℝ H (q, p) (u, v) = gradQ H q p ⬝ᵥ u + gradP H q p ⬝ᵥ v := by
  have key (M : Vec n →L[ℝ] ℝ) (w : Vec n) : M w = (fun i => M (Pi.single i 1)) ⬝ᵥ w := by
    have hw : w = ∑ i, w i • (Pi.single i 1 : Vec n) := by
      ext j
      simp [Finset.sum_apply, Pi.single_apply]
    conv_lhs => rw [hw, map_sum]
    exact Finset.sum_congr rfl fun i _ => by rw [map_smul, smul_eq_mul, mul_comm]
  have h1 : fderiv ℝ H (q, p) (u, 0) = gradQ H q p ⬝ᵥ u :=
    key ((fderiv ℝ H (q, p)).comp (ContinuousLinearMap.inl ℝ _ _)) u
  have h2 : fderiv ℝ H (q, p) (0, v) = gradP H q p ⬝ᵥ v :=
    key ((fderiv ℝ H (q, p)).comp (ContinuousLinearMap.inr ℝ _ _)) v
  rw [← h1, ← h2, ← map_add]
  simp

/-- The energy variation is the derivative of `H` with respect to the size of the displacement. -/
theorem hasDerivAt_energy {H : Vec n × Vec n → ℝ} {q p : ℝ → Vec n} (u v : ℝ → Vec n) (t : ℝ)
    (hH : DifferentiableAt ℝ H (q t, p t)) :
    HasDerivAt (fun ε : ℝ => H (q t + ε • u t, p t + ε • v t))
      (energyVariation H q p u v t) 0 := by
  have line (x w : Vec n) : HasDerivAt (fun ε : ℝ => x + ε • w) w 0 := by
    have h : HasDerivAt (fun ε : ℝ => x + ε • w) ((1 : ℝ) • w) 0 :=
      ((hasDerivAt_id (0 : ℝ)).smul_const w).const_add x
    rwa [one_smul] at h
  have hH' : HasFDerivAt H (fderiv ℝ H (q t, p t))
      (q t + (0 : ℝ) • u t, p t + (0 : ℝ) • v t) := by
    rw [zero_smul, zero_smul, add_zero, add_zero]
    exact hH.hasFDerivAt
  have h := hH'.comp_hasDerivAt (0 : ℝ) ((line (q t) (u t)).prodMk (line (p t) (v t)))
  rw [fderiv_eq] at h
  exact h

/-- The action of a displaced loop is a quadratic polynomial in the size of the displacement,
with the first variation as linear coefficient. -/
theorem action_displaced {q p u v : ℝ → Vec n} (hq : IsLoop T q) (hp : IsLoop T p)
    (hu : IsLoop T u) (hv : IsLoop T v) (ε : ℝ) :
    action T (fun t => q t + ε • u t) (fun t => p t + ε • v t)
      = action T q p + ε * actionVariation T q p u v + ε ^ 2 * action T u v := by
  have cq := hq.smooth.continuous_deriv_one
  have cu := hu.smooth.continuous_deriv_one
  have c1 := contDot hp.smooth.continuous cq
  have c2 : Continuous fun t => ε * (v t ⬝ᵥ deriv q t + p t ⬝ᵥ deriv u t) :=
    continuous_const.mul ((contDot hv.smooth.continuous cq).add (contDot hp.smooth.continuous cu))
  have c3 : Continuous fun t => ε ^ 2 * (v t ⬝ᵥ deriv u t) :=
    continuous_const.mul (contDot hv.smooth.continuous cu)
  have c12 : Continuous fun t =>
      p t ⬝ᵥ deriv q t + ε * (v t ⬝ᵥ deriv q t + p t ⬝ᵥ deriv u t) := c1.add c2
  -- expand the integrand in powers of the displacement
  have e : ∀ t, (p t + ε • v t) ⬝ᵥ deriv (fun s => q s + ε • u s) t
      = p t ⬝ᵥ deriv q t + ε * (v t ⬝ᵥ deriv q t + p t ⬝ᵥ deriv u t)
        + ε ^ 2 * (v t ⬝ᵥ deriv u t) := fun t => by
    have h : HasDerivAt (fun s => q s + ε • u s) (deriv q t + ε • deriv u t) t :=
      (hq.hasDerivAt t).add ((hu.hasDerivAt t).const_smul ε)
    rw [h.deriv]
    simp only [dotProduct_add, add_dotProduct, smul_dotProduct, dotProduct_smul, smul_eq_mul]
    ring
  unfold action actionVariation
  simp only [e]
  rw [intervalIntegral.integral_add (c12.intervalIntegrable _ _) (c3.intervalIntegrable _ _),
    intervalIntegral.integral_add (c1.intervalIntegrable _ _) (c2.intervalIntegrable _ _),
    intervalIntegral.integral_const_mul, intervalIntegral.integral_const_mul]

/-- Integration by parts over a period moves the time derivative from `u` to `p`. -/
theorem actionVariation_by_parts {q p u v : ℝ → Vec n} (hq : IsLoop T q) (hp : IsLoop T p)
    (hu : IsLoop T u) (hv : IsLoop T v) :
    actionVariation T q p u v
      = ∫ t in (0 : ℝ)..T, (v t ⬝ᵥ deriv q t - deriv p t ⬝ᵥ u t) := by
  have c1 := contDot hv.smooth.continuous hq.smooth.continuous_deriv_one
  have c2 := contDot hp.smooth.continuous hu.smooth.continuous_deriv_one
  have c3 := contDot hp.smooth.continuous_deriv_one hu.smooth.continuous
  have hd : ∀ t, HasDerivAt (fun s => p s ⬝ᵥ u s)
      (deriv p t ⬝ᵥ u t + p t ⬝ᵥ deriv u t) t := fun t => by
    simp only [dotProduct, ← Finset.sum_add_distrib]
    exact HasDerivAt.fun_sum fun i _ =>
      (hasDerivAt_pi.1 (hp.hasDerivAt t) i).fun_mul (hasDerivAt_pi.1 (hu.hasDerivAt t) i)
  -- the boundary term p · u is the same at both ends of the period
  have h0 : ∫ t in (0 : ℝ)..T, (deriv p t ⬝ᵥ u t + p t ⬝ᵥ deriv u t) = 0 := by
    rw [intervalIntegral.integral_eq_sub_of_hasDerivAt (fun t _ => hd t)
      ((c3.add c2).intervalIntegrable _ _)]
    have h1 : p T = p 0 := by simpa using hp.periodic 0
    have h2 : u T = u 0 := by simpa using hu.periodic 0
    rw [h1, h2, sub_self]
  rw [intervalIntegral.integral_add (c3.intervalIntegrable _ _) (c2.intervalIntegrable _ _)] at h0
  unfold actionVariation
  rw [intervalIntegral.integral_add (c1.intervalIntegrable _ _) (c2.intervalIntegrable _ _),
    intervalIntegral.integral_sub (c1.intervalIntegrable _ _) (c3.intervalIntegrable _ _)]
  linarith

/-- Around a periodic orbit, a periodic variation that shifts the energy by the same first-order
amount `δE` at all times changes the action by `T * δE` to first order. -/
theorem actionVariation_of_energy_shift {H : Vec n × Vec n → ℝ} {q p u v : ℝ → Vec n} {δE : ℝ}
    (horb : IsHamiltonOrbit H q p) (hq : IsLoop T q) (hp : IsLoop T p)
    (hu : IsLoop T u) (hv : IsLoop T v) (hE : ∀ t, energyVariation H q p u v t = δE) :
    actionVariation T q p u v = T * δE := by
  -- Hamilton's equations turn the integrand into the energy variation
  have e : ∀ t, v t ⬝ᵥ deriv q t - deriv p t ⬝ᵥ u t = δE := fun t => by
    rw [← hE t, horb.velocity t, horb.force t, neg_dotProduct, dotProduct_comm (v t)]
    unfold energyVariation
    ring
  rw [actionVariation_by_parts hq hp hu hv]
  simp only [e, intervalIntegral.integral_const, sub_zero, smul_eq_mul]

/-- Around a periodic orbit of Hamilton's equations, the first variation of the action vanishes
for every periodic variation that preserves the energy to first order. -/
theorem actionVariation_eq_zero {H : Vec n × Vec n → ℝ} {q p u v : ℝ → Vec n}
    (horb : IsHamiltonOrbit H q p) (hq : IsLoop T q) (hp : IsLoop T p)
    (hu : IsLoop T u) (hv : IsLoop T v) (hE : ∀ t, energyVariation H q p u v t = 0) :
    actionVariation T q p u v = 0 := by
  rw [actionVariation_of_energy_shift horb hq hp hu hv hE, mul_zero]

/-- If displacing a periodic orbit by a periodic variation leaves the energy stationary at each
time, then it leaves the action stationary. -/
theorem action_stationary {H : Vec n × Vec n → ℝ} {q p u v : ℝ → Vec n}
    (horb : IsHamiltonOrbit H q p) (hq : IsLoop T q) (hp : IsLoop T p)
    (hu : IsLoop T u) (hv : IsLoop T v)
    (hE : ∀ t, HasDerivAt (fun ε : ℝ => H (q t + ε • u t, p t + ε • v t)) 0 0) :
    HasDerivAt (fun ε : ℝ => action T (fun t => q t + ε • u t) (fun t => p t + ε • v t)) 0 0 := by
  have h0 := actionVariation_eq_zero horb hq hp hu hv fun t =>
    (hasDerivAt_energy u v t (horb.differentiable t)).unique (hE t)
  simp only [action_displaced hq hp hu hv, h0, mul_zero, add_zero]
  have h := (((hasDerivAt_id (0 : ℝ)).fun_pow 2).mul_const (action T u v)).const_add (action T q p)
  simpa using h

end

end PeriodicOrbitAction
```

```lean
#print axioms PeriodicOrbitAction.actionVariation_eq_zero
#print axioms PeriodicOrbitAction.action_stationary
```

```
'PeriodicOrbitAction.actionVariation_eq_zero' depends on axioms: [propext, Classical.choice, Quot.sound]
'PeriodicOrbitAction.action_stationary' depends on axioms: [propext, Classical.choice, Quot.sound]
```

## What the theorems say

The central theorem is `actionVariation_eq_zero`. It takes a curve `q`, `p` that satisfies Hamilton's equations (`horb`), the periodicity and smoothness of all four curves (`hq`, `hp`, `hu`, `hv`), and the condition `hE` that the energy variation is zero at every time. It concludes that `actionVariation T q p u v`, the number $A$ above, is zero.

The objects correspond to the physics as follows.

- `Vec n` is the space of $n$ real coordinates, used for positions and for momenta. The symbol `⬝ᵥ` is the ordinary sum of products of components.
- `IsLoop T x` says that `x` is continuously differentiable and has period `T`. This need not be the shortest period, and a constant curve is allowed, so an equilibrium counts as a periodic orbit.
- `gradQ` and `gradP` collect the partial derivatives of `H`, each obtained by applying the total derivative to a unit vector.
- `IsHamiltonOrbit` contains Hamilton's equations with the usual signs, and requires `H` to be differentiable at the points of the orbit. A twice continuously differentiable Hamiltonian satisfies this everywhere. Without this requirement, a constant curve at a point where `H` is not differentiable would count as an orbit, because Lean assigns the derivative zero to a function where it is not differentiable.
- `energyVariation` is $\delta H(t)$, and `action` is $\int_0^Tp\cdot q'\,dt$.

The theorem `action_stationary` states the energy condition and the conclusion directly as derivatives in $\varepsilon$. If, at each time, the energy of the displaced point has derivative zero in $\varepsilon$ at $\varepsilon=0$, then so does the action of the displaced loop. In `HasDerivAt … 0 0`, the first zero is the value of the derivative and the second is the point at which it is taken.

The theorem `actionVariation_of_energy_shift` covers a uniform first-order energy shift `δE` and gives the change `T * δE`.

The Hamiltonian does not depend on time, and the existence of a periodic orbit is assumed. The displaced loops keep the period `T`, but they need not solve Hamilton's equations, and their energy may change at order $\varepsilon^2$. Stationary does not mean minimal. The result is one direction of a Maupertuis-type principle for closed curves: it goes from the orbit to stationary action, and the file does not treat the way back from stationary action to an orbit.

## How the proof follows the calculation

**Energy.** The lemma `fderiv_eq` shows that the total derivative of `H`, applied to a displacement `(u, v)`, is $\nabla_qH\cdot u+\nabla_pH\cdot v$. It writes a vector as a combination of unit vectors and uses linearity, first for positions and then for momenta. The theorem `hasDerivAt_energy` combines this with the chain rule along the straight line $\varepsilon\mapsto(q+\varepsilon u,\,p+\varepsilon v)$.

**Expansion of the action.** In `action_displaced`, the step `e` differentiates the displaced position and multiplies out the integrand, with `ring` collecting the powers of $\varepsilon$. The integral is then split into three. This requires each part to be integrable, which follows from continuity; `contDot` supplies the continuity of the dot products.

**Integration by parts.** In `actionVariation_by_parts`, `hd` is the product rule for $p\cdot u$. The step `h0` applies the fundamental theorem of calculus and uses periodicity to equate the values at the two ends. After the integrals are split, `linarith` exchanges $\int p\cdot u'$ for $-\int p'\cdot u$.

**Hamilton's equations.** In `actionVariation_of_energy_shift`, the step `e` substitutes `horb.velocity` and `horb.force` into the integrand and recognises the energy variation, which equals `δE` by hypothesis. The integral of a constant over the period gives `T * δE`, and `actionVariation_eq_zero` is the case `δE = 0`.

**Derivative of the action.** In `action_stationary`, the energy has two derivatives at $\varepsilon=0$: the formula from `hasDerivAt_energy` and the assumed value zero. Derivatives are unique, so the energy variation vanishes, and with it the linear coefficient of the action. What remains is a constant plus a multiple of $\varepsilon^2$, whose derivative at $\varepsilon=0$ is zero.
